# Among concentric s Gaussians, the one with exponent 3a/7 has the largest normalised overlap with the s contaminant of a Cartesian d shell of exponent a

Take a Cartesian d shell with exponent 7. The sum of its xx, yy and zz members is \(d=r^2e^{-7r^2}\), a spherically symmetric function known as the s contaminant. Compare it with the s Gaussian \(s=e^{-3r^2}\) on the same centre. Writing \(\langle f,g\rangle\) for the integral of \(fg\) over space, the three integrals needed are

\[
\langle d,s\rangle=\tfrac32\pi^{3/2}\,10^{-5/2},\qquad
\langle d,d\rangle=\tfrac{15}{4}\pi^{3/2}\,14^{-7/2},\qquad
\langle s,s\rangle=\pi^{3/2}\,6^{-3/2},
\]

and the squared overlap after normalisation is

\[
\frac{\langle d,s\rangle^2}{\langle d,d\rangle\langle s,s\rangle}
=\frac35\cdot\frac{14^{7/2}\,6^{3/2}}{10^5}\approx 0.905 .
\]

With exponent 7 in the s function as well, the same calculation gives only \(0.6\). The factor \(r^2\) moves the weight of the contaminant outwards, so a more diffuse s Gaussian fits it better.

```lean
import Mathlib

open Real MeasureTheory

namespace CartesianDContaminant

noncomputable section
```

## The functions and their overlap

Positions \(x\) lie in three-dimensional Euclidean space, with \(r=\|x\|\). In Lean the coordinates `x i` are indexed by `Fin 3`, so \(i=0,1,2\) stands for x, y, z.

```lean
/-- Three-dimensional position space. -/
abbrev Space := EuclideanSpace ℝ (Fin 3)
```

The s function is a single primitive \(e^{-br^2}\), centred at the origin and not normalised.

```lean
/-- The s-type Gaussian `exp(-b r²)`. -/
def sGaussian (b : ℝ) (x : Space) : ℝ := Real.exp (-b * ‖x‖ ^ 2)
```

The d functions are \(x_ix_je^{-ar^2}\), also unnormalised and on the same centre.

```lean
/-- The Cartesian d function `x_i x_j exp(-a r²)`. -/
def cartesianD (a : ℝ) (i j : Fin 3) (x : Space) : ℝ :=
  x i * x j * Real.exp (-a * ‖x‖ ^ 2)
```

The contaminant is the sum of the diagonal members, \(\sum_i x_i^2e^{-ar^2}\). These three have equal norms, so normalising each of them first would only rescale the sum.

```lean
/-- The s contaminant of a Cartesian d shell: the sum of its xx, yy and zz members. -/
def contaminant (a : ℝ) (x : Space) : ℝ := ∑ i, cartesianD a i i x
```

All functions are real, so the overlap \(\langle f,g\rangle=\int f(x)g(x)\,d^3x\) needs no complex conjugate. It is an integral over all of space.

```lean
/-- The overlap integral of two real functions on space. -/
def overlap (f g : Space → ℝ) : ℝ := ∫ x, f x * g x
```

Dividing by the squared norms removes every normalisation constant:

\[
S(f,g)=\frac{\langle f,g\rangle^2}{\langle f,f\rangle\langle g,g\rangle}.
\]

This is the squared cosine of the angle between the two functions.

```lean
/-- The squared overlap of two functions after normalisation, for square-integrable
functions of nonzero norm. -/
def squaredOverlap (f g : Space → ℝ) : ℝ :=
  overlap f g ^ 2 / (overlap f f * overlap g g)
```

## The diagonal sum is radial

Since \(\sum_i x_i^2=r^2\), the contaminant equals \(r^2e^{-ar^2}\). The proof writes the squared norm as a sum of squares and takes the common exponential out of the sum. This identity holds for every real \(a\); the integrals below need positive exponents.

```lean
/-- The s contaminant is the radial function `r² exp(-a r²)`. -/
theorem contaminant_eq (a : ℝ) (x : Space) :
    contaminant a x = ‖x‖ ^ 2 * Real.exp (-a * ‖x‖ ^ 2) := by
  have h : ‖x‖ ^ 2 = ∑ i, x i * x i := by
    rw [EuclideanSpace.norm_sq_eq]
    refine Finset.sum_congr rfl fun i _ => ?_
    rw [Real.norm_eq_abs, sq_abs, sq]
  unfold contaminant cartesianD
  rw [← Finset.sum_mul, ← h]
```

## Radial moments from the Gamma function

For \(p>0\) and a natural number \(k\), polar coordinates give

\[
\int r^{2k}e^{-pr^2}\,d^3x
=4\pi\int_0^\infty r^{2k+2}e^{-pr^2}\,dr
=2\pi\,p^{-(k+3/2)}\,\Gamma(k+\tfrac32),
\]

where the second step substitutes \(u=pr^2\). For \(k=0\) this is the familiar \((\pi/p)^{3/2}\).

In the proof, `h` is the passage to polar coordinates. It carries the factor \(4\pi\) as the dimension 3 times the volume \(4\pi/3\) of the unit ball, which `hb` supplies. The radial integral is `hr`.

```lean
/-- The even radial moments of a Gaussian with exponent `p > 0` in three dimensions. -/
theorem gaussian_moment (k : ℕ) {p : ℝ} (hp : 0 < p) :
    ∫ x : Space, ‖x‖ ^ (2 * k) * Real.exp (-p * ‖x‖ ^ 2) =
      2 * π * p ^ (-((k : ℝ) + 3 / 2)) * Real.Gamma ((k : ℝ) + 3 / 2) := by
  -- polar coordinates
  have h := integral_fun_norm_addHaar (volume : Measure Space)
    (fun r : ℝ => r ^ (2 * k) * Real.exp (-p * r ^ 2))
  have hb : (volume : Measure Space).real (Metric.ball 0 1) = π * 4 / 3 := by
    rw [Measure.real, EuclideanSpace.volume_ball_fin_three, ENNReal.ofReal_one, one_pow,
      one_mul, ENNReal.toReal_ofReal (by positivity)]
  -- the radial integral is a Gamma function
  have hr : ∫ y in Set.Ioi (0 : ℝ), y ^ 2 * (y ^ (2 * k) * Real.exp (-p * y ^ 2)) =
      p ^ (-((k : ℝ) + 3 / 2)) * (1 / 2) * Real.Gamma ((k : ℝ) + 3 / 2) := by
    have hk : (0 : ℝ) ≤ k := k.cast_nonneg
    have h2 := integral_rpow_mul_exp_neg_mul_rpow (p := 2) (q := 2 * (k : ℝ) + 2) (b := p)
      two_pos (by linarith) hp
    rw [show -(2 * (k : ℝ) + 2 + 1) / 2 = -((k : ℝ) + 3 / 2) by ring,
      show (2 * (k : ℝ) + 2 + 1) / 2 = (k : ℝ) + 3 / 2 by ring] at h2
    rw [← h2]
    refine setIntegral_congr_fun measurableSet_Ioi (fun y _ => ?_)
    have e : y ^ (2 * (k : ℝ) + 2) = y ^ (2 * k + 2) := by
      exact_mod_cast Real.rpow_natCast y (2 * k + 2)
    simp only [e, Real.rpow_two]
    ring
  simp only [finrank_euclideanSpace_fin, smul_eq_mul, nsmul_eq_mul,
    show 3 - 1 = 2 from rfl] at h
  rw [h, hb, hr]
  push_cast
  ring
```

## The three overlap integrals

A product of two Gaussians on one centre is a Gaussian with the summed exponent. The overlaps are therefore moments with \(k=1,2,0\) and \(p=a+b,\,2a,\,2b\). The recursion \(\Gamma(z+1)=z\Gamma(z)\), started from \(\Gamma(\tfrac12)=\sqrt\pi\), gives

\[
\Gamma(\tfrac32)=\tfrac12\sqrt\pi,\qquad
\Gamma(\tfrac52)=\tfrac34\sqrt\pi,\qquad
\Gamma(\tfrac72)=\tfrac{15}{8}\sqrt\pi .
\]

Writing \(d\) for the contaminant with exponent \(a\) and \(s\) for the s Gaussian with exponent \(b\), the result is

\[
\langle d,s\rangle=\frac{3\pi^{3/2}}{2(a+b)^{5/2}},\qquad
\langle d,d\rangle=\frac{15\pi^{3/2}}{4(2a)^{7/2}},\qquad
\langle s,s\rangle=\frac{\pi^{3/2}}{(2b)^{3/2}} .
\]

The lemmas `g3`, `g5` and `g7` are the Gamma values, and `ex` is the product rule for the exponentials. Lean writes \(\pi^{3/2}\) as `π * √π`.

```lean
/-- The overlap of the contaminant with an s Gaussian, and the squared norms of both,
for positive exponents. -/
theorem overlap_integrals {a b : ℝ} (ha : 0 < a) (hb : 0 < b) :
    overlap (contaminant a) (sGaussian b) = 3 / 2 * (π * √π) * (a + b) ^ (-(5 / 2 : ℝ)) ∧
    overlap (contaminant a) (contaminant a) =
      15 / 4 * (π * √π) * (2 * a) ^ (-(7 / 2 : ℝ)) ∧
    overlap (sGaussian b) (sGaussian b) = π * √π * (2 * b) ^ (-(3 / 2 : ℝ)) := by
  have g3 : Real.Gamma (3 / 2) = √π / 2 := by
    have h := Real.Gamma_add_one (s := 1 / 2) (by norm_num)
    rw [Real.Gamma_one_half_eq, show (1 / 2 + 1 : ℝ) = 3 / 2 by norm_num] at h
    linarith
  have g5 : Real.Gamma (5 / 2) = 3 / 4 * √π := by
    have h := Real.Gamma_add_one (s := 3 / 2) (by norm_num)
    rw [g3, show (3 / 2 + 1 : ℝ) = 5 / 2 by norm_num] at h
    linarith
  have g7 : Real.Gamma (7 / 2) = 15 / 8 * √π := by
    have h := Real.Gamma_add_one (s := 5 / 2) (by norm_num)
    rw [g5, show (5 / 2 + 1 : ℝ) = 7 / 2 by norm_num] at h
    linarith
  -- a product of Gaussians is a Gaussian with the summed exponent
  have ex : ∀ p q r : ℝ, Real.exp (-(p + q) * r) = Real.exp (-p * r) * Real.exp (-q * r) := by
    intro p q r
    rw [← Real.exp_add]
    congr 1
    ring
  refine ⟨?_, ?_, ?_⟩
  · have m := gaussian_moment 1 (add_pos ha hb)
    rw [show ((1 : ℕ) : ℝ) + 3 / 2 = 5 / 2 by norm_num, g5] at m
    calc _ = ∫ x : Space, ‖x‖ ^ (2 * 1) * Real.exp (-(a + b) * ‖x‖ ^ 2) := by
          unfold overlap
          congr 1
          funext x
          rw [contaminant_eq, sGaussian, ex]
          ring
      _ = _ := by rw [m]; ring
  · have m := gaussian_moment 2 (add_pos ha ha)
    rw [show ((2 : ℕ) : ℝ) + 3 / 2 = 7 / 2 by norm_num, g7] at m
    calc _ = ∫ x : Space, ‖x‖ ^ (2 * 2) * Real.exp (-(a + a) * ‖x‖ ^ 2) := by
          unfold overlap
          congr 1
          funext x
          rw [contaminant_eq, ex]
          ring
      _ = _ := by rw [m, ← two_mul a]; ring
  · have m := gaussian_moment 0 (add_pos hb hb)
    rw [show ((0 : ℕ) : ℝ) + 3 / 2 = 3 / 2 by norm_num, g3] at m
    calc _ = ∫ x : Space, ‖x‖ ^ (2 * 0) * Real.exp (-(b + b) * ‖x‖ ^ 2) := by
          unfold overlap
          congr 1
          funext x
          rw [sGaussian, ex]
          ring
      _ = _ := by rw [m, ← two_mul b]; ring
```

## The closed formula

Inserting the integrals cancels the powers of \(\pi\), and the numerical prefactor is \(\tfrac94/\tfrac{15}{4}=\tfrac35\). The powers of two combine to \(2^{7/2}\,2^{3/2}=32\), so

\[
S=\frac35\cdot\frac{(2a)^{7/2}(2b)^{3/2}}{(a+b)^5}
=\frac{96}{5}\,\frac{a^{7/2}b^{3/2}}{(a+b)^5}.
\]

In the proof, `hP` squares the half-integer power of \(a+b\), `key` does the cancellation, and `h32` provides the factor 32.

The formula depends only on the ratio \(b/a\). For fixed \(a\) it vanishes like \(b^{3/2}\) as \(b\to0\) and like \(b^{-7/2}\) as \(b\to\infty\): a very diffuse or a very tight s function hardly sees the contaminant.

```lean
/-- The squared normalised overlap of the contaminant with an s Gaussian, in closed form
for positive exponents. -/
theorem squaredOverlap_formula {a b : ℝ} (ha : 0 < a) (hb : 0 < b) :
    squaredOverlap (contaminant a) (sGaussian b) =
      96 / 5 * a ^ (7 / 2 : ℝ) * b ^ (3 / 2 : ℝ) / (a + b) ^ 5 := by
  obtain ⟨h1, h2, h3⟩ := overlap_integrals ha hb
  have hs : 0 < a + b := add_pos ha hb
  have hP : ((a + b) ^ (-(5 / 2 : ℝ))) ^ 2 = ((a + b) ^ 5)⁻¹ := by
    rw [← Real.rpow_natCast ((a + b) ^ (-(5 / 2 : ℝ))) 2, ← Real.rpow_mul hs.le,
      show -(5 / 2 : ℝ) * ((2 : ℕ) : ℝ) = -((5 : ℕ) : ℝ) by norm_num,
      Real.rpow_neg hs.le, Real.rpow_natCast]
  have h32 : (2 : ℝ) ^ (7 / 2 : ℝ) * (2 : ℝ) ^ (3 / 2 : ℝ) = 32 := by
    rw [← Real.rpow_add two_pos, show (7 / 2 + 3 / 2 : ℝ) = ((5 : ℕ) : ℝ) by norm_num,
      Real.rpow_natCast]
    norm_num
  have key : ∀ c s u v : ℝ, 0 < c → 0 < s → 0 < u → 0 < v →
      (3 / 2 * c) ^ 2 * s⁻¹ / (15 / 4 * c * u⁻¹ * (c * v⁻¹)) = 3 / 5 * (u * v) / s := by
    intro c s u v hc hs hu hv
    rw [div_eq_iff (by positivity)]
    field_simp
    norm_num
  unfold squaredOverlap
  rw [h1, h2, h3, mul_pow, hP, Real.rpow_neg (by positivity), Real.rpow_neg (by positivity),
    key _ _ _ _ (by positivity) (by positivity) (by positivity) (by positivity),
    Real.mul_rpow two_pos.le ha.le, Real.mul_rpow two_pos.le hb.le]
  linear_combination (3 / 5 * a ^ (7 / 2 : ℝ) * b ^ (3 / 2 : ℝ) / (a + b) ^ 5) * h32
```

## The value at the best exponent

Setting the logarithmic derivative in \(b\) to zero gives \(\tfrac{3}{2b}=\tfrac{5}{a+b}\), hence \(b=3a/7\). There \(a+b=10a/7\), all powers of \(a\) cancel, and

\[
S=\frac{96}{5}\Big(\frac37\Big)^{3/2}\Big(\frac{7}{10}\Big)^5
=\frac{21609}{15625}\sqrt{\frac37}\approx0.9054 .
\]

The Lean proof needs no derivative; it evaluates the closed formula at this exponent. Its `h1` collects the powers of \(a\), and `h2` splits \((3/7)^{3/2}\) into \(\tfrac37\sqrt{3/7}\).

```lean
/-- At `b = 3a/7` the squared normalised overlap has a value independent of `a > 0`. -/
theorem squaredOverlap_at_optimum {a : ℝ} (ha : 0 < a) :
    squaredOverlap (contaminant a) (sGaussian (3 * a / 7)) = 21609 / 15625 * √(3 / 7) := by
  have h1 : a ^ (7 / 2 : ℝ) * a ^ (3 / 2 : ℝ) = a ^ 5 := by
    rw [← Real.rpow_add ha, show (7 / 2 + 3 / 2 : ℝ) = ((5 : ℕ) : ℝ) by norm_num,
      Real.rpow_natCast]
  have h2 : (3 / 7 : ℝ) ^ (3 / 2 : ℝ) = 3 / 7 * √(3 / 7) := by
    rw [show (3 / 2 : ℝ) = 1 + 1 / 2 by norm_num, Real.rpow_add (by norm_num),
      Real.rpow_one, ← Real.sqrt_eq_rpow]
  rw [squaredOverlap_formula ha (by positivity), show 3 * a / 7 = 3 / 7 * a by ring,
    Real.mul_rpow (by norm_num) ha.le, h2, div_eq_iff (by positivity)]
  linear_combination (96 / 5 * (3 / 7) * √(3 / 7)) * h1
```

## Every other exponent does worse

Write \(b=\tfrac{3a}{7}t\) with \(t>0\). Dividing the overlap at \(b\) by the overlap at \(3a/7\) gives

\[
\frac{S(t)}{S(1)}=t^{3/2}\Big(\frac{10}{7+3t}\Big)^5 .
\]

Bernoulli's inequality with exponent \(\tfrac3{10}\) is strict for \(t\neq1\):

\[
t^{3/10}=\bigl(1+(t-1)\bigr)^{3/10}<1+\tfrac{3}{10}(t-1)=\frac{7+3t}{10}.
\]

Its fifth power is \(t^{3/2}<\big(\tfrac{7+3t}{10}\big)^5\), so the ratio is below 1. This yields a global comparison over all positive \(b\), including uniqueness of the maximum.

In the code these two inequalities are `hB` and `h5`. The remaining steps clear denominators and multiply `h5` by a positive factor. For the bound \(9/10\), it is enough that \(\sqrt{3/7}>0.654\).

```lean
/-- For fixed `a > 0`, the squared normalised overlap is strictly largest at `b = 3a/7`
among all positive `b`, and there it exceeds 0.9. -/
theorem optimal_exponent {a : ℝ} (ha : 0 < a) :
    (∀ b : ℝ, 0 < b → b ≠ 3 * a / 7 →
      squaredOverlap (contaminant a) (sGaussian b) <
        squaredOverlap (contaminant a) (sGaussian (3 * a / 7))) ∧
    9 / 10 < squaredOverlap (contaminant a) (sGaussian (3 * a / 7)) := by
  constructor
  · intro b hb hne
    have hm : 0 < 3 * a / 7 := by positivity
    obtain ⟨t, ht⟩ : ∃ t, t = b / (3 * a / 7) := ⟨_, rfl⟩
    have ht0 : 0 < t := by rw [ht]; positivity
    have hbt : b = 3 * a / 7 * t := by rw [ht, mul_div_cancel₀ _ hm.ne']
    have ht1 : t ≠ 1 := fun h => hne (by rw [hbt, h, mul_one])
    -- Bernoulli's inequality with exponent 3/10, raised to the fifth power
    have hB : t ^ (3 / 10 : ℝ) < (7 + 3 * t) / 10 := by
      have h := rpow_one_add_lt_one_add_mul_self (s := t - 1) (by linarith)
        (sub_ne_zero.2 ht1) (p := 3 / 10) (by norm_num) (by norm_num)
      rw [show 1 + (t - 1) = t by ring] at h
      linarith
    have h5 : t ^ (3 / 2 : ℝ) < ((7 + 3 * t) / 10) ^ 5 := by
      have h := pow_lt_pow_left₀ hB (by positivity) (n := 5) (by norm_num)
      rwa [← Real.rpow_natCast (t ^ (3 / 10 : ℝ)) 5, ← Real.rpow_mul ht0.le,
        show (3 / 10 : ℝ) * ((5 : ℕ) : ℝ) = 3 / 2 by norm_num] at h
    rw [squaredOverlap_formula ha hb, squaredOverlap_formula ha hm,
      div_lt_div_iff₀ (by positivity) (by positivity), hbt, Real.mul_rpow hm.le ht0.le]
    have hK : 0 < 96 / 5 * a ^ (7 / 2 : ℝ) * (3 * a / 7) ^ (3 / 2 : ℝ) *
        (a + 3 * a / 7) ^ 5 := by positivity
    have h := mul_lt_mul_of_pos_left h5 hK
    generalize (3 * a / 7) ^ (3 / 2 : ℝ) = m at h ⊢
    generalize a ^ (7 / 2 : ℝ) = n at h ⊢
    generalize t ^ (3 / 2 : ℝ) = w at h ⊢
    calc _ = 96 / 5 * n * m * (a + 3 * a / 7) ^ 5 * w := by ring
      _ < _ := h
      _ = _ := by ring
  · rw [squaredOverlap_at_optimum ha]
    have h : (0.654 : ℝ) < √(3 / 7) := (Real.lt_sqrt (by norm_num)).2 (by norm_num)
    linarith
```

## What remains after projection

Let \(s\) now have the exponent \(3a/7\), and set \(c=\langle d,s\rangle/\langle s,s\rangle\), the coefficient of the orthogonal projection of \(d\) onto \(s\). The hypothesis `hc` only names this number. Expanding the square and using \(c\langle s,s\rangle=\langle d,s\rangle\),

\[
\int(d-cs)^2\,d^3x
=\langle d,d\rangle-2c\langle d,s\rangle+c^2\langle s,s\rangle
=\langle d,d\rangle-c^2\langle s,s\rangle
=(1-S)\,\langle d,d\rangle<\tfrac1{10}\langle d,d\rangle .
\]

For a contaminant normalised to one, the squared norm left over is about \(0.095\).

The expansion is `hexp`, and `hlow` is the bound \(\tfrac9{10}\langle d,d\rangle<c^2\langle s,s\rangle\). Splitting the integral requires integrable terms. Lean assigns the value zero to the integral of a non-integrable function, so the positive overlaps already found certify integrability.

For basis sets in electronic structure, this measures how far one uncontracted s primitive duplicates the contaminant of one uncontracted Cartesian d shell on the same centre. The duplication is large but incomplete: the two normalised functions have overlap \(\sqrt{0.9054}\approx0.952\), so their \(2\times2\) overlap matrix has smallest eigenvalue about \(0.048\). Several s functions together can reproduce more of the contaminant than one. If the one with exponent \(3a/7\) is among them, the remainder is still below one tenth, but the theorems do not say how much smaller it becomes. They do not treat contracted functions or different centres.

```lean
/-- For `a > 0`, projecting the s Gaussian of exponent `3a/7` out of the contaminant leaves
less than one tenth of the contaminant's squared norm. -/
theorem projection_residual {a c : ℝ} (ha : 0 < a)
    (hc : c = overlap (contaminant a) (sGaussian (3 * a / 7)) /
      overlap (sGaussian (3 * a / 7)) (sGaussian (3 * a / 7))) :
    ∫ x, (contaminant a x - c * sGaussian (3 * a / 7) x) ^ 2 <
      1 / 10 * overlap (contaminant a) (contaminant a) := by
  have hm : 0 < 3 * a / 7 := by positivity
  have hS := (optimal_exponent ha).2
  obtain ⟨h1, h2, h3⟩ := overlap_integrals ha hm
  have p1 : 0 < overlap (contaminant a) (sGaussian (3 * a / 7)) := by rw [h1]; positivity
  have p2 : 0 < overlap (contaminant a) (contaminant a) := by rw [h2]; positivity
  have p3 : 0 < overlap (sGaussian (3 * a / 7)) (sGaussian (3 * a / 7)) := by
    rw [h3]; positivity
  clear h1 h2 h3
  unfold squaredOverlap at hS
  generalize sGaussian (3 * a / 7) = s at *
  generalize contaminant a = d at *
  -- a nonzero integral certifies integrability
  have int : ∀ f g : Space → ℝ, 0 < overlap f g → Integrable (fun x => f x * g x) := by
    intro f g h
    by_contra hn
    exact h.ne' (integral_undef hn)
  have i1 : Integrable (fun x => 2 * c * (d x * s x)) := (int d s p1).const_mul _
  have i3 : Integrable (fun x => c ^ 2 * (s x * s x)) := (int s s p3).const_mul _
  have i2 : Integrable (fun x => d x * d x - 2 * c * (d x * s x)) := (int d d p2).sub i1
  have hexp : ∫ x, (d x - c * s x) ^ 2 =
      overlap d d - 2 * c * overlap d s + c ^ 2 * overlap s s := by
    have e : (fun x => (d x - c * s x) ^ 2) =
        fun x => d x * d x - 2 * c * (d x * s x) + c ^ 2 * (s x * s x) := by
      funext x
      ring
    rw [e, integral_add i2 i3, integral_sub (int d d p2) i1, integral_const_mul,
      integral_const_mul]
    rfl
  have hcs : c * overlap s s = overlap d s := by rw [hc, div_mul_cancel₀ _ p3.ne']
  rw [lt_div_iff₀ (mul_pos p2 p3), ← hcs] at hS
  have hlow : 9 / 10 * overlap d d < c ^ 2 * overlap s s := by
    refine lt_of_mul_lt_mul_right ?_ p3.le
    linarith
  rw [hexp, ← hcs]
  linarith

end

end CartesianDContaminant
```

```lean
#print axioms CartesianDContaminant.squaredOverlap_formula
#print axioms CartesianDContaminant.projection_residual
```

```
'CartesianDContaminant.squaredOverlap_formula' depends on axioms: [propext, Classical.choice, Quot.sound]
'CartesianDContaminant.projection_residual' depends on axioms: [propext, Classical.choice, Quot.sound]
```
